# The determinant of the map from displacements to bond stretches in a chain with a Bloch phase

A chain has `n + 1` atoms in its repeating cell, each with one displacement, and the displacements gain a phase `exp(ix)`, with `x` real, from one cell to the next. The stretch of a bond is the displacement of the next atom minus that of the atom before it, with the phase put in on the bond that leaves the cell. `det_bondMatrix` says that the matrix taking displacements to stretches has determinant `(-1)^n (exp(ix) - 1)`; masses and spring constants don't enter. The proof replaces each column by the sum of all columns up to it, which keeps the determinant, and then multiplies the diagonal entries of the lower triangular matrix that results.

This version doesn't compile in Lean 4 with Mathlib:

```lean
import Mathlib

open Matrix

namespace BlochChainDeterminant

noncomputable section

variable {n : ℕ}

/-- The phase factor of bond `j`: `exp(ix)` on the bond that leaves the cell, `1` on the others. -/
def bondPhase (x : ℝ) (j : Fin (n + 1)) : ℂ :=
  if j = Fin.last n then Complex.exp (x * Complex.I) else 1

/-- The matrix that takes atomic displacements to bond stretches. -/
def bondMatrix (x : ℝ) : Matrix (Fin (n + 1)) (Fin (n + 1)) ℂ :=
  Matrix.of fun i j => (if j = i + 1 then bondPhase x i else 0) - (if j = i then 1 else 0)

/-- The map from displacements to bond stretches has determinant `(-1)^n (exp(ix) - 1)`. -/
theorem det_bondMatrix (x : ℝ) :
    (bondMatrix x : Matrix (Fin (n + 1)) (Fin (n + 1)) ℂ).det =
      (-1) ^ n * (Complex.exp (x * Complex.I) - 1) := by
  have rowLast : ∀ k : Fin (n + 1), bondMatrix x (Fin.last n) k =
      (if k = 0 then Complex.exp (x * Complex.I) else 0) - (if k = Fin.last n then 1 else 0) := by
    intro k
    simp [bondMatrix, bondPhase]
  have rowCast : ∀ (i : Fin n) (k : Fin (n + 1)), bondMatrix x i.castSucc k =
      (if k = i.succ then 1 else 0) - (if k = i.castSucc then 1 else 0) := by
    intro i k
    have hs : i.castSucc + 1 = i.succ := by
      first | exact Fin.coeSucc_eq_succ | simp
    simp [bondMatrix, bondPhase, hs, (Fin.castSucc_lt_last i).ne]
  -- the cumulative column sums of the bond matrix form a lower triangular matrix
  let A : Matrix (Fin (n + 1)) (Fin (n + 1)) ℂ := Matrix.of fun i k =>
    if i = Fin.last n then Complex.exp (x * Complex.I) - (if k = Fin.last n then 1 else 0)
    else if k = i then -1 else 0
  have hA : A.det = (bondMatrix (n := n) x).det := by
    refine Matrix.det_eq_of_forall_col_eq_smul_add_pred (fun _ => 1) ?_ ?_
    · intro i
      refine Fin.lastCases ?_ (fun i => ?_) i
      · rw [rowLast]
        simp [A]
      · have hi := i.isLt
        rw [rowCast]
        simp only [A, Matrix.of_apply, Fin.ext_iff, Fin.val_succ, Fin.val_castSucc,
          Fin.val_last, Fin.val_zero]
        split_ifs <;> first | (exfalso; omega) | ring
    · intro i j
      have hj := j.isLt
      refine Fin.lastCases ?_ (fun i => ?_) i
      · rw [rowLast]
        simp only [A, Matrix.of_apply, Fin.ext_iff, Fin.val_succ, Fin.val_castSucc,
          Fin.val_last, Fin.val_zero]
        split_ifs <;> first | (exfalso; omega) | ring
      · have hi := i.isLt
        rw [rowCast]
        simp only [A, Matrix.of_apply, Fin.ext_iff, Fin.val_succ, Fin.val_castSucc,
          Fin.val_last]
        split_ifs <;> first | (exfalso; omega) | ring
  have hT : A.BlockTriangular OrderDual.toDual := by
    intro i k hik
    have h : i < k := OrderDual.toDual_lt_toDual.mp hik
    simp [A, (h.trans_le (Fin.le_last k)).ne, h.ne']
  rw [← hA, Matrix.det_of_lowerTriangular A hT, Fin.prod_univ_castSucc]
  simp [A, (Fin.castSucc_lt_last _).ne]

end

end BlochChainDeterminant
```

Compiling this gives:

```
Try this:
  [apply] ring_nf
  
  The `ring` tactic failed to close the goal. Use `ring_nf` to obtain a normal form.
    
  Note that `ring` works primarily in *commutative* rings. If you have a noncommutative ring, abelian group or module, consider using `noncomm_ring`, `abel` or `module` instead.
Try this:
  [apply] ring_nf
  
  The `ring` tactic failed to close the goal. Use `ring_nf` to obtain a normal form.
    
  Note that `ring` works primarily in *commutative* rings. If you have a noncommutative ring, abelian group or module, consider using `noncomm_ring`, `abel` or `module` instead.
Main.lean:43:6: error: unsolved goals
case pos
n : ℕ
x : ℝ
rowLast :
  ∀ (k : Fin (n + 1)),
    bondMatrix x (Fin.last n) k = (if k = 0 then Complex.exp (↑x * Complex.I) else 0) - if k = Fin.last n then 1 else 0
rowCast :
  ∀ (i : Fin n) (k : Fin (n + 1)),
    bondMatrix x i.castSucc k = (if k = i.succ then 1 else 0) - if k = i.castSucc then 1 else 0
A : Matrix (Fin (n + 1)) (Fin (n + 1)) ℂ :=
  of fun i k =>
    if i = Fin.last n then Complex.exp (↑x * Complex.I) - if k = Fin.last n then 1 else 0 else if k = i then -1 else 0
i✝ : Fin (n + 1)
i : Fin n
hi : ↑i < n
h✝¹ : ¬↑i = n
h✝ : 0 = ↑i
⊢ (if 0 = ↑i then -1 else 0) = -1 + if False then 1 else 0

case neg
n : ℕ
x : ℝ
rowLast :
  ∀ (k : Fin (n + 1)),
    bondMatrix x (Fin.last n) k = (if k = 0 then Complex.exp (↑x * Complex.I) else 0) - if k = Fin.last n then 1 else 0
rowCast :
  ∀ (i : Fin n) (k : Fin (n + 1)),
    bondMatrix x i.castSucc k = (if k = i.succ then 1 else 0) - if k = i.castSucc then 1 else 0
A : Matrix (Fin (n + 1)) (Fin (n + 1)) ℂ :=
  of fun i k =>
    if i = Fin.last n then Complex.exp (↑x * Complex.I) - if k = Fin.last n then 1 else 0 else if k = i then -1 else 0
i✝ : Fin (n + 1)
i : Fin n
hi : ↑i < n
h✝¹ : ¬↑i = n
h✝ : ¬0 = ↑i
⊢ (if 0 = ↑i then -1 else 0) = if False then 1 else 0
Main.lean:64:12: warning: `Matrix.det_of_lowerTriangular` has been deprecated: Use `Matrix.det_of_isLowerTriangular` instead
```

Cause. The error is in the check that the two matrices have the same first column, for rows other than the last. Both goals left over are true, but they still hold `if 0 = ↑i` and `if False`, though the first condition is already decided by a hypothesis. `split_ifs` had not cleared every conditional, and `ring` doesn't evaluate conditionals, so it failed, as the two "Try this" notes say. The messages don't show why `split_ifs` stopped short.

The repair no longer turns equalities in `Fin` into equalities of natural numbers here. It proves that `0` is not `i.succ` and that `i.castSucc` is not the last index, and removes those two conditionals with `if_neg`. Only the condition `0 = i.castSucc` is left, in the same form on both sides, so `split_ifs` settles it and `ring` does the arithmetic.

The new name `Matrix.det_of_isLowerTriangular` answers the deprecation warning, which was not an error. The shorter proof of `hs` is mere tidying.

Lean accepts the file once it reads:

```diff
@@ -28,6 +28,5 @@
       (if k = i.succ then 1 else 0) - (if k = i.castSucc then 1 else 0) := by
     intro i k
-    have hs : i.castSucc + 1 = i.succ := by
-      first | exact Fin.coeSucc_eq_succ | simp
+    have hs : i.castSucc + 1 = i.succ := Fin.coeSucc_eq_succ
     simp [bondMatrix, bondPhase, hs, (Fin.castSucc_lt_last i).ne]
   -- the cumulative column sums of the bond matrix form a lower triangular matrix
@@ -41,9 +40,9 @@
       · rw [rowLast]
         simp [A]
-      · have hi := i.isLt
-        rw [rowCast]
-        simp only [A, Matrix.of_apply, Fin.ext_iff, Fin.val_succ, Fin.val_castSucc,
-          Fin.val_last, Fin.val_zero]
-        split_ifs <;> first | (exfalso; omega) | ring
+      · have h1 : (0 : Fin (n + 1)) ≠ i.succ := (Fin.succ_ne_zero i).symm
+        have h2 : i.castSucc ≠ Fin.last n := (Fin.castSucc_lt_last i).ne
+        rw [rowCast, if_neg h1]
+        simp only [A, Matrix.of_apply, if_neg h2]
+        split_ifs <;> ring
     · intro i j
       have hj := j.isLt
@@ -62,5 +61,5 @@
     have h : i < k := OrderDual.toDual_lt_toDual.mp hik
     simp [A, (h.trans_le (Fin.le_last k)).ne, h.ne']
-  rw [← hA, Matrix.det_of_lowerTriangular A hT, Fin.prod_univ_castSucc]
+  rw [← hA, Matrix.det_of_isLowerTriangular A hT, Fin.prod_univ_castSucc]
   simp [A, (Fin.castSucc_lt_last _).ne]
 
```
